# For a finite symmetric $G$ with a simple dominant eigenvalue $\lambda>0$, unit eigenvector $\varphi$ and a nowhere-zero guide $\psi$, rescaled descendant numbers tend to $\langle\varphi,\psi\rangle\,\varphi(x)/\psi(x)$

In one form of forward walking, used in diffusion and Green's function Monte Carlo, each walker carries the value that an observable had at its ancestor's position some steps earlier. When a walker branches, its copies inherit the stored value. Averaging the stored values over the present population weights each old position $x$ by the number of its surviving descendants. After many steps this turns the mixed average, taken over $\psi\varphi$, into the pure average, taken over $\varphi^2$, because the expected number of descendants becomes proportional to $\varphi(x)/\psi(x)$. Here $\varphi$ is the projected state and $\psi$ the guiding function. The result below establishes this for finitely many configurations and a symmetric matrix $G$ with a simple positive eigenvalue larger in modulus than all others. It concerns expected weights, uses a guide that vanishes nowhere, and for the pure average assumes that the guide has a nonzero overlap with $\varphi$.

## Configurations, the matrix and the walkers

```lean
import Mathlib

open Matrix Filter Topology

namespace ForwardWalking

noncomputable section

variable {ι : Type*} [Fintype ι]
```

The type `ι` is the set of configurations, for instance the occupations of a finite lattice, and `Fintype ι` says that it is finite. A function `ι → ℝ` is a real wave function, given by its value at each configuration.

```lean
/-- The symmetric matrix `G` has the simple eigenvalue `lam > 0` with unit eigenvector `φ`,
and every other eigenvalue is smaller in modulus. -/
structure IsDominant (G : Matrix ι ι ℝ) (lam : ℝ) (φ : ι → ℝ) : Prop where
  isSymm : G.IsSymm
  pos : 0 < lam
  unit : φ ⬝ᵥ φ = 1
  eig : G *ᵥ φ = lam • φ
  simple : ∀ v : ι → ℝ, G *ᵥ v = lam • v → ∃ c : ℝ, v = c • φ
  gap : ∀ (μ : ℝ) (v : ι → ℝ), v ≠ 0 → G *ᵥ v = μ • v → μ ≠ lam → |μ| < lam
```

`IsDominant G lam φ` collects the spectral assumptions. The symbol `*ᵥ` applies a matrix to a vector, `⬝ᵥ` is the real scalar product $\langle\cdot,\cdot\rangle$, and `•` multiplies a vector by a number. Writing $\lambda$ for `lam`, the six fields say:

- $G$ is symmetric;
- $\lambda>0$;
- $\langle\varphi,\varphi\rangle=1$;
- $G\varphi=\lambda\varphi$;
- every solution of $Gv=\lambda v$ is a multiple of $\varphi$;
- every eigenvalue $\mu\neq\lambda$ satisfies $|\mu|<\lambda$.

A typical $G$ is $1-\tau(H-E_T)$, with a real symmetric Hamiltonian matrix $H$, time step $\tau$ and trial energy $E_T$. If the ground state is non-degenerate and $\tau$ is small enough, $\varphi$ is the ground state. The gap condition expresses that repeated application of $G$ filters out everything else.

```lean
/-- The importance-sampled kernel for a move from `x` to `y` with guiding function `ψ`. -/
def kernel (G : Matrix ι ι ℝ) (ψ : ι → ℝ) (y x : ι) : ℝ := ψ y * G y x / ψ x
```

This is the importance-sampled kernel
$$K(y,x)=\frac{\psi(y)\,G(y,x)}{\psi(x)}$$
for a move from $x$ to $y$. Its sum over $y$ need not be one. A code usually splits $K$ into a normalised transition probability and a branching weight. That reading requires $K\ge 0$, which the theorems do not assume.

```lean
/-- The expected total weight, after a number of steps, of the descendants of a single walker
that starts at `x` with weight one. -/
def descendants (G : Matrix ι ι ℝ) (ψ : ι → ℝ) : ℕ → ι → ℝ
  | 0, _ => 1
  | k + 1, x => ∑ y, descendants G ψ k y * kernel G ψ y x
```

The descendant number $D_k(x)$ is defined by following the first move:
$$D_0(x)=1,\qquad D_{k+1}(x)=\sum_y D_k(y)\,K(y,x).$$
It is an expected total weight, so the statistical noise of a finite population does not enter.

## From branching to powers of $G$

```lean
variable [DecidableEq ι] {G : Matrix ι ι ℝ} {lam : ℝ} {φ ψ : ι → ℝ}

/-- The descendant number after `k` steps is the guided column sum of the `k`-th power
of `G`, divided by the guide at the starting point. -/
theorem descendants_eq (hψ : ∀ x, ψ x ≠ 0) (k : ℕ) (x : ι) :
    descendants G ψ k x = (∑ y, ψ y * (G ^ k) y x) / ψ x := by
  induction k generalizing x with
  | zero => simp [descendants, Matrix.one_apply, hψ x]
  | succ k ih =>
    -- the guide factors at the intermediate position cancel
    have hc : ∀ y, (∑ z, ψ z * (G ^ k) z y) / ψ y * kernel G ψ y x
        = (∑ z, ψ z * (G ^ k) z y) * G y x / ψ x := by
      intro y
      have h1 := hψ y
      have h2 := hψ x
      unfold kernel
      field_simp
    rw [descendants]
    simp_rw [ih, hc]
    rw [← Finset.sum_div]
    congr 1
    simp_rw [pow_succ, Matrix.mul_apply, Finset.mul_sum, Finset.sum_mul]
    rw [Finset.sum_comm]
    exact Finset.sum_congr rfl fun _ _ => Finset.sum_congr rfl fun _ _ => by ring
```

The theorem says that, if $\psi$ vanishes nowhere,
$$D_k(x)=\frac{1}{\psi(x)}\sum_y\psi(y)\,(G^k)_{yx}.$$

For $k=0$ the right side is $\psi(x)/\psi(x)=1$. If the formula holds for $k$ at every configuration, then
$$D_{k+1}(x)=\sum_y\frac{\sum_z\psi(z)(G^k)_{zy}}{\psi(y)}\,\frac{\psi(y)G_{yx}}{\psi(x)}=\frac{1}{\psi(x)}\sum_z\psi(z)(G^{k+1})_{zx}.$$

The Lean proof is this induction. The word `generalizing x` makes the formula for $k$ available at the intermediate position $y$. The step `hc` cancels $\psi(y)$, and `Finset.sum_comm` exchanges the two sums.

## Projection on the dominant state

```lean
/-- On an eigenvector, `k` applications of `G` multiply by the `k`-th power of the
eigenvalue. -/
theorem pow_mulVec_eigen {μ : ℝ} {v : ι → ℝ} (hv : G *ᵥ v = μ • v) (k : ℕ) :
    (G ^ k) *ᵥ v = μ ^ k • v := by
  induction k with
  | zero => simp
  | succ k ih =>
    rw [pow_succ, ← Matrix.mulVec_mulVec, hv, Matrix.mulVec_smul, ih, smul_smul,
      pow_succ μ, mul_comm μ]
```

If $Gv=\mu v$, then $G^kv=\mu^kv$. The induction step is $G^{k+1}v=G^k(Gv)=\mu\,G^kv=\mu^{k+1}v$.

```lean
/-- Rescaled powers of `G`, applied to an eigenvector, tend to its projection on the dominant state
as the power grows. -/
theorem tendsto_eigen (h : IsDominant G lam φ) {μ : ℝ} {v : ι → ℝ} (hv : G *ᵥ v = μ • v) :
    Tendsto (fun k : ℕ => (lam ^ k)⁻¹ • ((G ^ k) *ᵥ v)) atTop (𝓝 ((φ ⬝ᵥ v) • φ)) := by
  by_cases hμ : μ = lam
  · -- a multiple of the dominant state is left unchanged
    rw [hμ] at hv
    obtain ⟨c, hc⟩ := h.simple v hv
    have e : ∀ k : ℕ, (lam ^ k)⁻¹ • ((G ^ k) *ᵥ v) = (φ ⬝ᵥ v) • φ := by
      intro k
      rw [pow_mulVec_eigen hv, smul_smul, inv_mul_cancel₀ (pow_ne_zero k h.pos.ne'),
        one_smul, hc, dotProduct_smul, h.unit, smul_eq_mul, mul_one]
    simp only [e]
    exact tendsto_const_nhds
  · -- any other eigenvector is orthogonal to the dominant state and dies out
    have e : φ ⬝ᵥ (G *ᵥ v) = (G *ᵥ φ) ⬝ᵥ v := by
      rw [Matrix.dotProduct_mulVec, ← Matrix.mulVec_transpose, h.isSymm.eq]
    simp only [hv, h.eig, dotProduct_smul, smul_dotProduct, smul_eq_mul] at e
    have e' : (μ - lam) * (φ ⬝ᵥ v) = 0 := by linear_combination e
    rw [(mul_eq_zero.1 e').resolve_left (sub_ne_zero.2 hμ), zero_smul]
    by_cases hv0 : v = 0
    · simp [hv0]
    have t : Tendsto (fun k : ℕ => (μ / lam) ^ k) atTop (𝓝 0) := by
      apply tendsto_pow_atTop_nhds_zero_of_norm_lt_one
      rw [Real.norm_eq_abs, abs_div, abs_of_pos h.pos, div_lt_one h.pos]
      exact h.gap μ v hv0 hv hμ
    have t' := t.smul_const v
    rw [zero_smul] at t'
    refine t'.congr fun k => ?_
    rw [pow_mulVec_eigen hv, smul_smul, div_pow, div_eq_inv_mul]
```

The expression `Tendsto f atTop (𝓝 a)` means that $f(k)\to a$ as $k\to\infty$. For an eigenvector $v$ with eigenvalue $\mu$, the claim is
$$\lambda^{-k}G^kv\to\langle\varphi,v\rangle\varphi .$$

`by_cases` separates two situations. If $\mu=\lambda$, simplicity gives $v=c\varphi$, and normalisation gives $\langle\varphi,v\rangle=c$. Then $\lambda^{-k}G^kv=v=c\varphi$ for every $k$, and the sequence is constant.

If $\mu\neq\lambda$, symmetry gives
$$\mu\langle\varphi,v\rangle=\langle\varphi,Gv\rangle=\langle G\varphi,v\rangle=\lambda\langle\varphi,v\rangle,$$
so $(\mu-\lambda)\langle\varphi,v\rangle=0$ and the overlap vanishes. The claimed limit is therefore zero. Indeed $\lambda^{-k}G^kv=(\mu/\lambda)^kv\to0$, since $|\mu/\lambda|<1$. The zero vector is treated separately because the gap condition speaks only of nonzero vectors.

```lean
/-- Rescaled powers of `G`, applied to any vector, tend to its projection on the dominant state as
the power grows. -/
theorem tendsto_projection (h : IsDominant G lam φ) (v : ι → ℝ) :
    Tendsto (fun k : ℕ => (lam ^ k)⁻¹ • ((G ^ k) *ᵥ v)) atTop (𝓝 ((φ ⬝ᵥ v) • φ)) := by
  have hG : G.IsHermitian := Matrix.IsHermitian.ext fun i j => by
    simpa using h.isSymm.apply i j
  -- expand in an eigenbasis of the symmetric matrix
  obtain ⟨c, u, μ, hu, rfl⟩ : ∃ (c : ι → ℝ) (u : ι → ι → ℝ) (μ : ι → ℝ),
      (∀ i, G *ᵥ u i = μ i • u i) ∧ v = ∑ i, c i • u i := by
    refine ⟨fun i => hG.eigenvectorBasis.repr (WithLp.toLp 2 v) i,
      fun i => (hG.eigenvectorBasis i).ofLp, hG.eigenvalues,
      fun i => hG.mulVec_eigenvectorBasis i, ?_⟩
    have s := congrArg (WithLp.linearEquiv 2 ℝ (ι → ℝ))
      (hG.eigenvectorBasis.sum_repr (WithLp.toLp 2 v))
    rw [map_sum] at s
    simp only [map_smul] at s
    exact s.symm
  have key := tendsto_finsetSum Finset.univ
    (fun i _ => (tendsto_eigen h (hu i)).const_smul (c i))
  have e : (φ ⬝ᵥ ∑ i, c i • u i) • φ = ∑ i, c i • ((φ ⬝ᵥ u i) • φ) := by
    rw [dotProduct_sum, Finset.sum_smul]
    exact Finset.sum_congr rfl fun i _ => by rw [dotProduct_smul, smul_eq_mul, smul_smul]
  rw [e]
  refine key.congr fun k => ?_
  have m : (G ^ k) *ᵥ (∑ i, c i • u i) = ∑ i, c i • ((G ^ k) *ᵥ u i) := by
    have s := map_sum (G ^ k).mulVecLin (fun i => c i • u i) Finset.univ
    simpa only [Matrix.mulVecLin_apply, Matrix.mulVec_smul] using s
  rw [m, Finset.smul_sum]
  exact Finset.sum_congr rfl fun i _ => smul_comm _ _ _
```

The same limit holds for every vector $v$. A real symmetric matrix has an orthonormal eigenbasis $u_i$, which Mathlib supplies as `eigenvectorBasis`. Write $v=\sum_ic_iu_i$. Then
$$\lambda^{-k}G^kv=\sum_ic_i\,\lambda^{-k}G^ku_i\to\sum_ic_i\langle\varphi,u_i\rangle\varphi=\langle\varphi,v\rangle\varphi.$$
The limit may be taken term by term because the sum is finite; this is the step `key`.

## The limit of the descendant number

```lean
/-- The rescaled descendant number of a walker at `x` tends to the overlap of `φ` and `ψ`
times the ratio `φ x / ψ x`. -/
theorem tendsto_descendants (h : IsDominant G lam φ) (hψ : ∀ x, ψ x ≠ 0) (x : ι) :
    Tendsto (fun k : ℕ => (lam ^ k)⁻¹ * descendants G ψ k x) atTop
      (𝓝 ((φ ⬝ᵥ ψ) * φ x / ψ x)) := by
  have p := (tendsto_pi_nhds.1 (tendsto_projection h ψ) x).div_const (ψ x)
  refine p.congr fun k => ?_
  -- powers of a symmetric matrix are symmetric, so column sums are row sums
  have hs : (G ^ k)ᵀ = G ^ k := by rw [Matrix.transpose_pow, h.isSymm.eq]
  have e : ((G ^ k) *ᵥ ψ) x = ∑ y, ψ y * (G ^ k) y x := by
    simp only [Matrix.mulVec, dotProduct]
    refine Finset.sum_congr rfl fun y _ => ?_
    have hy : (G ^ k) x y = (G ^ k) y x := congrFun (congrFun hs y) x
    rw [hy, mul_comm]
  rw [descendants_eq hψ, Pi.smul_apply, smul_eq_mul, e, mul_div_assoc]
```

This is the main theorem:
$$\lambda^{-k}D_k(x)\to\frac{\langle\varphi,\psi\rangle\,\varphi(x)}{\psi(x)} .$$

Since $G^k$ is symmetric, the column sum in the formula for $D_k$ is a component of $G^k\psi$:
$$\sum_y\psi(y)(G^k)_{yx}=\sum_y(G^k)_{xy}\psi(y)=(G^k\psi)(x).$$
Hence $\lambda^{-k}D_k(x)=(\lambda^{-k}G^k\psi)(x)/\psi(x)$, and the projection result with $v=\psi$ gives the limit. In Lean, `tendsto_pi_nhds` passes from convergence of vectors to convergence at $x$, and `div_const` divides by $\psi(x)$.

The guide need only be nonzero at every configuration, so a positive guide is included. Changing the sign of $\varphi$ leaves the limit unchanged, as it must. The theorem gives no rate, but the eigenvector expansion shows that the other components fade as powers of $|\mu|/\lambda$, so a ratio close to one can call for a long forward walk if the guide contains such a component.

## From the mixed to the pure average

```lean
/-- Forward walking: the average of a diagonal observable over the mixed distribution `ψ φ`,
weighted by descendant numbers, tends to its pure average over `φ ^ 2`. -/
theorem tendsto_pure_estimator (h : IsDominant G lam φ) (hψ : ∀ x, ψ x ≠ 0)
    (hov : φ ⬝ᵥ ψ ≠ 0) (O : ι → ℝ) :
    Tendsto (fun k : ℕ => (∑ x, ψ x * φ x * descendants G ψ k x * O x) /
      (∑ x, ψ x * φ x * descendants G ψ k x)) atTop (𝓝 (∑ x, φ x ^ 2 * O x)) := by
  have key : ∀ f : ι → ℝ, Tendsto
      (fun k : ℕ => (lam ^ k)⁻¹ * ∑ x, ψ x * φ x * descendants G ψ k x * f x) atTop
      (𝓝 ((φ ⬝ᵥ ψ) * ∑ x, φ x ^ 2 * f x)) := by
    intro f
    have s := tendsto_finsetSum Finset.univ
      (fun x _ => (tendsto_descendants h hψ x).const_mul (ψ x * φ x * f x))
    have e : ∑ x, ψ x * φ x * f x * ((φ ⬝ᵥ ψ) * φ x / ψ x)
        = (φ ⬝ᵥ ψ) * ∑ x, φ x ^ 2 * f x := by
      rw [Finset.mul_sum]
      refine Finset.sum_congr rfl fun x _ => ?_
      have hx := hψ x
      field_simp
    rw [← e]
    refine s.congr fun k => ?_
    simp only [Finset.mul_sum]
    exact Finset.sum_congr rfl fun _ _ => by ring
  have hn : ∑ x, φ x ^ 2 = 1 := by simpa [dotProduct, sq] using h.unit
  have d := key (fun _ => 1)
  simp only [mul_one] at d
  rw [hn, mul_one] at d
  -- the common growth factor drops out of the ratio
  have r := (key O).div d hov
  rw [mul_div_cancel_left₀ _ hov] at r
  exact r.congr fun k => mul_div_mul_left _ _ (inv_ne_zero (pow_ne_zero k h.pos.ne'))
```

Let $O$ be a diagonal observable, such as a density or a pair correlation. If $\langle\varphi,\psi\rangle\neq0$, then
$$\frac{\sum_x\psi(x)\varphi(x)D_k(x)O(x)}{\sum_x\psi(x)\varphi(x)D_k(x)}\to\sum_x\varphi(x)^2O(x).$$

For any function $f$, the main theorem gives
$$\lambda^{-k}\sum_x\psi\varphi D_kf\to\sum_x\psi\varphi f\,\frac{\langle\varphi,\psi\rangle\varphi}{\psi}=\langle\varphi,\psi\rangle\sum_x\varphi^2f.$$
This is `key` in the proof. It is used with $f=O$ for the numerator and $f=1$ for the denominator, where $\sum_x\varphi^2=1$. In the quotient both $\lambda^{-k}$ and the overlap cancel, so the estimator contains neither of them.

The overlap condition says that the guide contains some of the target state. It holds automatically when $\psi>0$ and $\varphi\ge0$. The theorem takes the mixed distribution as exact and does not treat off-diagonal observables, population control or sampling error. In a run, $k$ is a compromise: a longer walk usually removes more bias, but fewer ancestors retain descendants and the noise grows.

## A matrix that satisfies the assumptions, and one that fails

```lean
/-- An explicit two-state matrix with dominant eigenvalue 50 and unit eigenvector
`(3/5, 4/5)`. -/
theorem isDominant_witness :
    IsDominant !![(34 : ℝ), 12; 12, 41] 50 ![3 / 5, 4 / 5] where
  isSymm := by
    ext i j
    fin_cases i <;> fin_cases j <;> rfl
  pos := by norm_num
  unit := by norm_num [dotProduct, Fin.sum_univ_two]
  eig := by
    ext i
    fin_cases i <;> norm_num [Matrix.mulVec, dotProduct, Fin.sum_univ_two]
  simple := by
    intro v hv
    have h0 : 34 * v 0 + 12 * v 1 = 50 * v 0 := by
      simpa [Matrix.mulVec, dotProduct, Fin.sum_univ_two] using congrFun hv 0
    refine ⟨5 / 3 * v 0, ?_⟩
    ext i
    fin_cases i
    · show v 0 = 5 / 3 * v 0 * (3 / 5)
      ring
    · show v 1 = 5 / 3 * v 0 * (4 / 5)
      linarith
  gap := by
    intro μ v hv0 hv hμ
    have h0 : 34 * v 0 + 12 * v 1 = μ * v 0 := by
      simpa [Matrix.mulVec, dotProduct, Fin.sum_univ_two] using congrFun hv 0
    have h1 : 12 * v 0 + 41 * v 1 = μ * v 1 := by
      simpa [Matrix.mulVec, dotProduct, Fin.sum_univ_two] using congrFun hv 1
    have f : (50 - μ) * (3 * v 0 + 4 * v 1) = 0 := by linear_combination 3 * h0 + 4 * h1
    have s := (mul_eq_zero.1 f).resolve_left (sub_ne_zero.2 (Ne.symm hμ))
    have g : (μ - 25) * v 0 = 0 := by linear_combination 3 * s - h0
    rcases mul_eq_zero.1 g with g | g
    · have : μ = 25 := by linarith
      rw [this]
      norm_num
    · refine absurd ?_ hv0
      ext i
      fin_cases i
      · exact g
      · show v 1 = 0
        linarith
```

The notation `!![...]` writes a matrix by rows, and `![...]` a vector. The matrix with rows $(34,12)$ and $(12,41)$ satisfies every field of `IsDominant` with $\lambda=50$ and $\varphi=(3/5,4/5)$.

For the field `simple`, the first row of $Gv=50v$ gives $v_1=\tfrac43v_0$, hence $v=\tfrac53v_0\,\varphi$. For the gap, add three times the first row of $Gv=\mu v$ to four times the second:
$$(50-\mu)(3v_0+4v_1)=0.$$
If $\mu\neq50$, then $3v_0+4v_1=0$, and the first row becomes $25v_0=\mu v_0$. So $\mu=25$, or else $v_0=0$, which forces $v=0$.

```lean
/-- The two-site exchange matrix has eigenvalues 1 and -1, and with guide `(1, 2)` the
descendant number of a walker at the first site has no limit. -/
theorem no_limit_without_gap :
    !![(0 : ℝ), 1; 1, 0] *ᵥ ![1, 1] = ![1, 1] ∧
    !![(0 : ℝ), 1; 1, 0] *ᵥ ![1, -1] = -![1, -1] ∧
    ¬ ∃ L : ℝ, Tendsto (fun k : ℕ => descendants !![(0 : ℝ), 1; 1, 0] ![1, 2] k 0)
      atTop (𝓝 L) := by
  refine ⟨?_, ?_, ?_⟩
  · ext i
    fin_cases i <;> simp [Matrix.mulVec, dotProduct, Fin.sum_univ_two]
  · ext i
    fin_cases i <;> simp [Matrix.mulVec, dotProduct, Fin.sum_univ_two]
  rintro ⟨L, hL⟩
  set D := descendants !![(0 : ℝ), 1; 1, 0] ![1, 2] with hD
  have ha : ∀ k, D (k + 1) 0 = 2 * D k 1 := by
    intro k
    simp [hD, descendants, kernel, Fin.sum_univ_two]
    ring
  have hb : ∀ k, D (k + 1) 1 = D k 0 / 2 := by
    intro k
    simp [hD, descendants, kernel, Fin.sum_univ_two]
    ring
  -- at each step the values at the two sites are (1, 1) or (2, 1/2)
  have alt : ∀ k, (D k 0 = 1 ∧ D k 1 = 1) ∨ (D k 0 = 2 ∧ D k 1 = 1 / 2) := by
    intro k
    induction k with
    | zero => exact Or.inl ⟨rfl, rfl⟩
    | succ k ih =>
      rw [ha, hb]
      rcases ih with ⟨h0, h1⟩ | ⟨h0, h1⟩
      · right
        rw [h0, h1]
        norm_num
      · left
        rw [h0, h1]
        norm_num
  have hL' := hL.comp (tendsto_add_atTop_nat 1)
  have hsum : L + L = 3 := by
    refine tendsto_nhds_unique (hL.add hL') (tendsto_const_nhds.congr fun k => ?_)
    show (3 : ℝ) = D k 0 + D (k + 1) 0
    rw [ha]
    rcases alt k with ⟨h0, h1⟩ | ⟨h0, h1⟩ <;> rw [h0, h1] <;> norm_num
  have hprod : L * L = 2 := by
    refine tendsto_nhds_unique (hL.mul hL') (tendsto_const_nhds.congr fun k => ?_)
    show (2 : ℝ) = D k 0 * D (k + 1) 0
    rw [ha]
    rcases alt k with ⟨h0, h1⟩ | ⟨h0, h1⟩ <;> rw [h0, h1] <;> norm_num
  have : L = 3 / 2 := by linarith
  rw [this] at hprod
  norm_num at hprod

end

end ForwardWalking
```

Here the gap condition fails. The exchange matrix has the normalised eigenvectors $(1,1)/\sqrt2$ and $(1,-1)/\sqrt2$, with eigenvalues $1$ and $-1$ of equal modulus. The Lean statement writes them without the factor $1/\sqrt2$. All the other assumptions hold with $\lambda=1$ and $\varphi=(1,1)/\sqrt2$.

For the guide $\psi=(1,2)$ the recursion reads
$$D_{k+1}(0)=2D_k(1),\qquad D_{k+1}(1)=\tfrac12D_k(0).$$
Starting from $D_0=(1,1)$, the value at site $0$ runs $1,2,1,2,\dots$ The formula of the main theorem would give $3/2$, the mean of the two values, which the sequence never approaches.

Lean derives the contradiction from consecutive terms. Their sum is always $3$ and their product always $2$, so a limit $L$ would satisfy $2L=3$ and $L^2=2$, which is impossible.

```lean
#print axioms ForwardWalking.tendsto_eigen
#print axioms ForwardWalking.tendsto_pure_estimator
#print axioms ForwardWalking.no_limit_without_gap
```

```
'ForwardWalking.tendsto_eigen' depends on axioms: [propext, Classical.choice, Quot.sound]
'ForwardWalking.tendsto_pure_estimator' depends on axioms: [propext, Classical.choice, Quot.sound]
'ForwardWalking.no_limit_without_gap' depends on axioms: [propext, Classical.choice, Quot.sound]
```
